# The 2n+1 rule for a stationary energy that is polynomial in its parameters

## Force constants and the response of the wavefunction

Displace the nuclei of a molecule by an amount $t$ along a fixed direction and expand the electronic energy,
$$E(t)=E_0+E_1t+E_2t^2+E_3t^3+\cdots .$$
The coefficient $E_1$ gives the force along the displacement, $E_2$ the harmonic force constant and $E_3$ the cubic one. The wavefunction parameters, such as orbital coefficients, change with $t$ as well, and each further order of their response means another set of linear equations to solve. How many orders are needed for a given $E_m$?

If the energy is stationary under free variation of the parameters, order $n$ is enough for the energy through order $2n+1$. The force then needs no response, and the first-order response gives both $E_2$ and $E_3$. For a polynomial energy with finitely many parameters, this means that cubic force constants require no second-order response. Orbital coefficients are not free, since they must stay orthonormal; how multipliers bring them under the rule is described further below.

## The energy function and the claim

Let $F$ be a polynomial in parameters $x_i$, with $i$ in a finite index set. Its coefficients are real power series in $t$, so integrals and Hamiltonian may depend on the perturbation to all orders. The parameters are power series too, and $E(t)=F(x)$. Write $F_i$ and $F_{ij}$ for partial derivatives with respect to the parameters, and $[t^m]f$ for the coefficient of $t^m$ in $f$.

Suppose that $F_i(x)=0$ for all $i$, as an identity in $t$, and that $y_i$ and $x_i$ have equal coefficients through order $n$. Then $F(y)$ and $F(x)$ have equal coefficients through order $2n+1$, and the next coefficient of the error is
$$[t^{2n+2}]\bigl(F(y)-F(x)\bigr)=\tfrac12\sum_{j}\sum_i H_{ij}v_iv_j,$$
where $H_{ij}=[t^0]F_{ij}(x)$ and $v_i=[t^{n+1}](y_i-x_i)$.

## Derivation by Taylor expansion

Put $d_i=y_i-x_i$. Multiply out each monomial of $F(x+d)$ and sort the terms by the number of factors $d$:
$$F(y)=F(x)+\sum_iF_i(x)d_i+\tfrac12\sum_j\sum_iF_{ij}(x)d_id_j+R,$$
where every term of $R$ has at least three factors $d$.

Agreement through order $n$ means $d_i=t^{n+1}e_i$ for some power series $e_i$. The linear term vanishes by stationarity. The quadratic term carries $t^{2n+2}$, and $R=t^{3n+3}r$ for some power series $r$. Therefore
$$F(y)-F(x)=t^{2n+2}\Bigl(\tfrac12\sum_j\sum_iF_{ij}(x)e_ie_j+t^{n+1}r\Bigr).$$
There is no error through order $2n+1$. At order $2n+2$ only the constant term of the bracket counts. Since $n+1\ge1$, $r$ does not contribute, and $[t^0]e_i=v_i$ gives the formula above.

If the matrix $H$ is positive definite and some $v_i\neq0$, the error at order $2n+2$ is positive, so the agreement ends exactly at order $2n+1$.

For $n=0$, take $y_i=[t^0]x_i$, the unperturbed parameters. Then $E_1=[t^1]F(y)$: only the explicit $t$-dependence of $F$ contributes, as in the Hellmann–Feynman theorem. If the basis functions move with the nuclei, this dependence includes the resulting change of the integrals (the Pulay terms), which the expectation value of the Hamiltonian's derivative alone leaves out.

## Inserting truncated parameters in a calculation

The most direct way to use the rule is to find the unperturbed parameters, solve linear equations with the matrix $H$ (if it is invertible) for the next orders, and insert the truncated series into $F$. Programs for analytic derivatives usually evaluate formulas worked out beforehand instead. A one-parameter example shows the insertion:
$$F(x)=x^2-2tx+x^3,\qquad 2x-2t+3x^2=0,\qquad x=t-\tfrac32t^2+\cdots .$$
With $y=t$, so $n=1$, we get $F(y)=-t^2+t^3$. The exact series is $-t^2+t^3-\tfrac94t^4+\cdots$. The error at order 4 is $\tfrac94=\tfrac12\cdot2\cdot(\tfrac32)^2$, as the formula says.

For the rule to hold, it is not enough that a function equals $F$ at the exact parameters. Eliminating $t$ through the stationarity condition turns the energy into $-x^2-2x^3$, which is equal to $F$ at the exact $x$. At $y=t$ it gives $-t^2-2t^3$, which is already wrong at third order.

## The statement in Lean

`ι` is the finite index set, `F : MvPolynomial ι ℝ⟦X⟧` is the energy, and `x y : ι → ℝ⟦X⟧` are the parameter series. The letter X has two roles: `PowerSeries.X` is the perturbation strength $t$, while `MvPolynomial.X j` is the $j$-th parameter. `MvPolynomial.eval x F` is $F(x)$.

- `AgreesThrough n f g` says that the coefficients are equal for every order `m ≤ n`. These are Taylor coefficients, so $E_2$ is half the second derivative.
- `Stationary F x` says that every `pderiv i F` vanishes at `x` as a power series. These derivatives act on the parameters, not on $t$.
- `hessian F x i j` is $H_{ij}$.

`wigner_rule` is the $2n+1$ statement and `leading_error` the formula for the next order. `error_pos_at_minimum` assumes through `hpos` that $H$ is positive definite, which means physically that the unperturbed energy rises quadratically in every parameter direction. `first_order_without_response` is the case of frozen parameters.

The series are formal, and nothing is said about convergence. The stationary series `x` is given, not constructed, and there is a single perturbation strength.

Wigner's rule is best known for eigenvalues, where the energy is a Rayleigh quotient and not a polynomial. For a real symmetric matrix $M$ the theorem applies to $L(c,\varepsilon)=c^{T}(M-\varepsilon)c+\varepsilon$, with $\varepsilon$ counted among the parameters. Its stationary points are normalised eigenvectors with their eigenvalues, and its value there is $\varepsilon$. Because $L$ is linear in $\varepsilon$, its Hessian is not positive definite, and `error_pos_at_minimum` does not apply to it. Hartree–Fock orbital coefficients can be treated in the same way: they must stay orthonormal, so the energy alone is not stationary in them as free parameters. The theorem applies to the energy plus one multiplier term for each constraint, with the multipliers counted among the parameters.

## The Lean file

```lean
import Mathlib

open scoped PowerSeries

namespace WignerRule

noncomputable section

variable {ι A : Type*} [Fintype ι] [CommRing A]

/-- First variation of the energy `F` at the parameters `x` along the displacement `d`. -/
def slope (F : MvPolynomial ι A) (x d : ι → A) : A :=
  ∑ i, MvPolynomial.eval x (MvPolynomial.pderiv i F) * d i

/-- Second variation of the energy `F` at `x` along `d`: the Hessian applied twice to `d`. -/
def curvature (F : MvPolynomial ι A) (x d : ι → A) : A :=
  ∑ j, slope (MvPolynomial.pderiv j F) x d * d j

/-- The first variation is additive in the energy. -/
lemma slope_add (p q : MvPolynomial ι A) (x d : ι → A) :
    slope (p + q) x d = slope p x d + slope q x d := by
  simp only [slope, map_add, add_mul, Finset.sum_add_distrib]

/-- Product rule for the first variation. -/
lemma slope_mul (p q : MvPolynomial ι A) (x d : ι → A) :
    slope (p * q) x d =
      slope p x d * MvPolynomial.eval x q + MvPolynomial.eval x p * slope q x d := by
  simp only [slope, Finset.sum_mul, Finset.mul_sum, ← Finset.sum_add_distrib]
  refine Finset.sum_congr rfl fun i _ => ?_
  rw [MvPolynomial.pderiv_mul]
  simp only [map_add, map_mul]
  ring

/-- The first variation of a single parameter is its displacement. -/
lemma slope_X (j : ι) (x d : ι → A) : slope (MvPolynomial.X j) x d = d j := by
  rw [slope, Finset.sum_eq_single j]
  · simp [MvPolynomial.pderiv_X_self]
  · intro i _ hi
    simp [MvPolynomial.pderiv_X_of_ne hi.symm]
  · simp

/-- The second variation of a single parameter vanishes. -/
lemma curvature_X (j : ι) (x d : ι → A) : curvature (MvPolynomial.X j) x d = 0 := by
  refine Finset.sum_eq_zero fun i _ => ?_
  by_cases hi : i = j
  · subst hi
    simp [MvPolynomial.pderiv_X_self, slope]
  · simp [MvPolynomial.pderiv_X_of_ne (Ne.symm hi), slope]

/-- Product rule for the second variation. -/
lemma curvature_mul (p q : MvPolynomial ι A) (x d : ι → A) :
    curvature (p * q) x d = curvature p x d * MvPolynomial.eval x q
      + slope p x d * slope q x d + slope q x d * slope p x d
      + curvature q x d * MvPolynomial.eval x p := by
  calc curvature (p * q) x d
      = ∑ j, (slope (MvPolynomial.pderiv j p) x d * d j * MvPolynomial.eval x q
          + MvPolynomial.eval x (MvPolynomial.pderiv j p) * d j * slope q x d
          + MvPolynomial.eval x (MvPolynomial.pderiv j q) * d j * slope p x d
          + slope (MvPolynomial.pderiv j q) x d * d j * MvPolynomial.eval x p) := by
        refine Finset.sum_congr rfl fun j _ => ?_
        rw [MvPolynomial.pderiv_mul, slope_add, slope_mul, slope_mul]
        ring
    _ = _ := by
        simp only [Finset.sum_add_distrib, ← Finset.sum_mul]
        rfl

omit [Fintype ι] in
/-- If `a` divides every parameter error, it divides the energy error. -/
lemma taylor_zero {a : A} {x y : ι → A} (h : ∀ i, a ∣ y i - x i) (F : MvPolynomial ι A) :
    a ∣ MvPolynomial.eval y F - MvPolynomial.eval x F := by
  induction F using MvPolynomial.induction_on with
  | C c => simp
  | add p q hp hq =>
    convert dvd_add hp hq using 1
    simp only [map_add]
    ring
  | mul_X p j hp =>
    convert dvd_add (hp.mul_right (y j)) ((h j).mul_left (MvPolynomial.eval x p)) using 1
    simp only [map_mul, MvPolynomial.eval_X]
    ring

/-- If `a` divides every parameter error, then `a ^ 2` divides what is left of the energy
error after the first variation is removed. -/
lemma taylor_one {a : A} {x y : ι → A} (h : ∀ i, a ∣ y i - x i) (F : MvPolynomial ι A) :
    a ^ 2 ∣ MvPolynomial.eval y F - MvPolynomial.eval x F - slope F x (y - x) := by
  induction F using MvPolynomial.induction_on with
  | C c => simp [slope]
  | add p q hp hq =>
    convert dvd_add hp hq using 1
    simp only [map_add, slope_add]
    ring
  | mul_X p j hp =>
    have h2 : a ^ 2 ∣ (MvPolynomial.eval y p - MvPolynomial.eval x p) * (y j - x j) := by
      rw [sq]
      exact mul_dvd_mul (taylor_zero h p) (h j)
    convert dvd_add (hp.mul_right (x j)) h2 using 1
    simp only [slope_mul, slope_X, map_mul, MvPolynomial.eval_X, Pi.sub_apply]
    ring

/-- If `a` divides every parameter error, then `a ^ 3` divides twice the energy error minus
twice the first variation minus the second variation. -/
lemma taylor_two {a : A} {x y : ι → A} (h : ∀ i, a ∣ y i - x i) (F : MvPolynomial ι A) :
    a ^ 3 ∣ 2 * (MvPolynomial.eval y F - MvPolynomial.eval x F - slope F x (y - x))
      - curvature F x (y - x) := by
  induction F using MvPolynomial.induction_on with
  | C c => simp [slope, curvature]
  | add p q hp hq =>
    convert dvd_add hp hq using 1
    simp only [curvature, map_add, slope_add, add_mul, Finset.sum_add_distrib]
    ring
  | mul_X p j hp =>
    have h3 := (mul_dvd_mul (taylor_one h p) (h j)).mul_left 2
    rw [← pow_succ] at h3
    convert dvd_add (hp.mul_right (x j)) h3 using 1
    simp only [curvature_mul, curvature_X, slope_mul, slope_X, map_mul,
      MvPolynomial.eval_X, Pi.sub_apply]
    ring

/-- Two power series in the perturbation strength have equal coefficients through order `n`. -/
def AgreesThrough (n : ℕ) (f g : ℝ⟦X⟧) : Prop :=
  ∀ m ≤ n, PowerSeries.coeff m f = PowerSeries.coeff m g

/-- All partial derivatives of the energy `F` vanish at `x`, to every order in the
perturbation. -/
def Stationary (F : MvPolynomial ι ℝ⟦X⟧) (x : ι → ℝ⟦X⟧) : Prop :=
  ∀ i, MvPolynomial.eval x (MvPolynomial.pderiv i F) = 0

/-- The Hessian of the energy at `x`, taken at zero perturbation. -/
def hessian (F : MvPolynomial ι ℝ⟦X⟧) (x : ι → ℝ⟦X⟧) (i j : ι) : ℝ :=
  PowerSeries.constantCoeff
    (MvPolynomial.eval x (MvPolynomial.pderiv i (MvPolynomial.pderiv j F)))

/-- Agreement through order `n` means that the difference is divisible by the power `n + 1`
of the perturbation strength. -/
lemma agreesThrough_iff {n : ℕ} {f g : ℝ⟦X⟧} :
    AgreesThrough n f g ↔ (PowerSeries.X ^ (n + 1) : ℝ⟦X⟧) ∣ f - g := by
  rw [PowerSeries.X_pow_dvd_iff]
  refine ⟨fun h m hm => ?_, fun h m hm => ?_⟩
  · rw [map_sub, h m (by omega), sub_self]
  · have h' := h m (by omega)
    rwa [map_sub, sub_eq_zero] at h'

/-- At a stationary point the first variation vanishes along every displacement. -/
lemma Stationary.slope_eq_zero {F : MvPolynomial ι ℝ⟦X⟧} {x : ι → ℝ⟦X⟧}
    (hx : Stationary F x) (d : ι → ℝ⟦X⟧) : slope F x d = 0 :=
  Finset.sum_eq_zero fun i _ => by rw [hx i, zero_mul]

variable {F : MvPolynomial ι ℝ⟦X⟧} {x y : ι → ℝ⟦X⟧} {n : ℕ}

/-- **Wigner's 2n+1 rule.** If the energy is stationary at `x` and the parameters `y` agree
with `x` through order `n`, the energy at `y` agrees with that at `x` through order `2n+1`. -/
theorem wigner_rule (hx : Stationary F x) (h : ∀ i, AgreesThrough n (y i) (x i)) :
    AgreesThrough (2 * n + 1) (MvPolynomial.eval y F) (MvPolynomial.eval x F) := by
  have h2 := taylor_one (fun i => agreesThrough_iff.1 (h i)) F
  have e : (n + 1) * 2 = 2 * n + 1 + 1 := by ring
  rw [hx.slope_eq_zero, sub_zero, ← pow_mul, e] at h2
  exact agreesThrough_iff.2 h2

/-- If the energy is stationary at `x` and `y` agrees with `x` through order `n`, the energy
error at order `2n+2` is half the Hessian form of the parameter errors at order `n+1`. -/
theorem leading_error (hx : Stationary F x) (h : ∀ i, AgreesThrough n (y i) (x i)) :
    PowerSeries.coeff (2 * n + 2) (MvPolynomial.eval y F)
      - PowerSeries.coeff (2 * n + 2) (MvPolynomial.eval x F) =
    1 / 2 * ∑ j, ∑ i, hessian F x i j
      * (PowerSeries.coeff (n + 1) (y i) - PowerSeries.coeff (n + 1) (x i))
      * (PowerSeries.coeff (n + 1) (y j) - PowerSeries.coeff (n + 1) (x j)) := by
  -- the parameter errors are t^(n+1) times power series e
  choose e he using fun i => agreesThrough_iff.1 (h i)
  have hd : ∀ i, PowerSeries.coeff (n + 1) (y i) - PowerSeries.coeff (n + 1) (x i)
      = PowerSeries.constantCoeff (e i) := by
    intro i
    rw [← map_sub, he i, PowerSeries.coeff_X_pow_mul']
    simp
  obtain ⟨c, hc⟩ := taylor_two (fun i => agreesThrough_iff.1 (h i)) F
  rw [hx.slope_eq_zero, sub_zero] at hc
  let S : ℝ⟦X⟧ := ∑ j, ∑ i,
    MvPolynomial.eval x (MvPolynomial.pderiv i (MvPolynomial.pderiv j F)) * e i * e j
  have hQ : curvature F x (y - x) = PowerSeries.X ^ (2 * n + 2) * S := by
    simp only [S, curvature, slope, Pi.sub_apply, he, Finset.mul_sum, Finset.sum_mul]
    refine Finset.sum_congr rfl fun j _ => Finset.sum_congr rfl fun i _ => ?_
    ring
  have key : (MvPolynomial.eval y F - MvPolynomial.eval x F)
      + (MvPolynomial.eval y F - MvPolynomial.eval x F)
      = PowerSeries.X ^ (2 * n + 2) * (S + PowerSeries.X ^ (n + 1) * c) := by
    linear_combination hc + hQ
  -- compare the coefficients at order 2n+2
  have hk := congrArg (PowerSeries.coeff (2 * n + 2)) key
  rw [PowerSeries.coeff_X_pow_mul', if_pos le_rfl, Nat.sub_self,
    PowerSeries.coeff_zero_eq_constantCoeff_apply, map_add, map_sub] at hk
  have hS : PowerSeries.constantCoeff (S + PowerSeries.X ^ (n + 1) * c)
      = ∑ j, ∑ i, hessian F x i j * PowerSeries.constantCoeff (e i)
        * PowerSeries.constantCoeff (e j) := by
    simp [S, hessian]
  rw [hS] at hk
  simp only [hd]
  linarith

/-- Let the energy be stationary at `x` with positive definite Hessian at zero perturbation.
If `y` agrees with `x` through order `n` but not at order `n+1`, its energy coefficient at
order `2n+2` is too high. -/
theorem error_pos_at_minimum (hx : Stationary F x) (h : ∀ i, AgreesThrough n (y i) (x i))
    (hpos : ∀ v : ι → ℝ, v ≠ 0 → 0 < ∑ j, ∑ i, hessian F x i j * v i * v j)
    (hne : ∃ i, PowerSeries.coeff (n + 1) (y i) ≠ PowerSeries.coeff (n + 1) (x i)) :
    PowerSeries.coeff (2 * n + 2) (MvPolynomial.eval x F)
      < PowerSeries.coeff (2 * n + 2) (MvPolynomial.eval y F) := by
  obtain ⟨i, hi⟩ := hne
  have hv : (fun i => PowerSeries.coeff (n + 1) (y i) - PowerSeries.coeff (n + 1) (x i))
      ≠ 0 := fun h0 => hi (sub_eq_zero.1 (congrFun h0 i))
  have h1 := hpos _ hv
  have h2 := leading_error hx h
  linarith

/-- If the energy is stationary at `x`, its first-order coefficient is obtained with the
parameters frozen at their unperturbed values. -/
theorem first_order_without_response (hx : Stationary F x) :
    PowerSeries.coeff 1 (MvPolynomial.eval x F) = PowerSeries.coeff 1
      (MvPolynomial.eval (fun i => PowerSeries.C (PowerSeries.constantCoeff (x i))) F) := by
  refine (wigner_rule (n := 0) hx (fun i m hm => ?_) 1 (by norm_num)).symm
  obtain rfl : m = 0 := by omega
  simp

end

end WignerRule
```

```lean
#print axioms WignerRule.wigner_rule
#print axioms WignerRule.error_pos_at_minimum
#print axioms WignerRule.first_order_without_response
```

```
'WignerRule.wigner_rule' depends on axioms: [propext, Classical.choice, Quot.sound]
'WignerRule.error_pos_at_minimum' depends on axioms: [propext, Classical.choice, Quot.sound]
'WignerRule.first_order_without_response' depends on axioms: [propext, Classical.choice, Quot.sound]
```

## Taylor remainders by induction on the polynomial

The Lean proof replaces the sorting of monomials by an induction that works in any commutative ring. `slope` is $\sum_iF_i(x)d_i$ and `curvature` is $\sum_j\sum_iF_{ij}(x)d_id_j$, without the factor $\tfrac12$. The lemmas named after them supply sum and product rules and the values for a single parameter.

Suppose that $a$ divides every $d_i$. For a polynomial $p$, let $s(p)$ and $q(p)$ be its slope and curvature at $x$ along $d$, and define
$$\Delta(p)=p(y)-p(x),\quad R_1(p)=\Delta(p)-s(p),\quad R_2(p)=2R_1(p)-q(p).$$
The lemmas `taylor_zero`, `taylor_one` and `taylor_two` state that these are divisible by $a$, $a^2$ and $a^3$. All three vanish for constants and are additive, which leaves multiplication by a parameter $X_j$:
$$\begin{aligned}
\Delta(pX_j)&=\Delta(p)\,y_j+p(x)\,d_j,\\
R_1(pX_j)&=R_1(p)\,x_j+\Delta(p)\,d_j,\\
R_2(pX_j)&=R_2(p)\,x_j+2R_1(p)\,d_j.
\end{aligned}$$
In each line the first term on the right is covered by the induction hypothesis. The second has a factor $d_j$, which supplies one more power of $a$ where it is needed. `ring` checks the identities. The doubling in $R_2$ avoids division by 2, which a general ring need not allow.

## From divisibility to energy coefficients

`agreesThrough_iff` translates agreement through order $n$ into divisibility of the difference by $t^{n+1}$. In `wigner_rule`, `taylor_one` is applied with $a=t^{n+1}$, and `Stationary.slope_eq_zero` removes the slope. What remains is that $t^{2n+2}$ divides $F(y)-F(x)$, which the same equivalence turns back into agreement through order $2n+1$.

For `leading_error`, `choose` extracts the series $e_i$, and `taylor_two` supplies the cubic remainder. The step `key` is the factored error formula of the derivation, multiplied by 2. Taking the coefficient at order $2n+2$ leaves the constant term of the bracket, and `linarith` divides by 2.

`error_pos_at_minimum` applies `hpos` to the vector $v$, which is nonzero by `hne`. `first_order_without_response` is `wigner_rule` with `n := 0`, read at order 1.
